# For symmetric W with W² = C, the Gaussian exp(−xᵀWx/2) solves the coupled-oscillator Schrödinger equation with energy tr W/2

Q: Take a few neutral atoms, each modelled as a charge on a spring, with the displaced charges interacting as dipoles. The coupling shifts the zero-point energy, and the many-body dispersion (MBD) model takes that shift as the dispersion energy. You say the energy is half the trace of a matrix. Where does that come from, before any Lean?

A: Collect all displacements, mass-weighted, in a real vector $x$, and set $\hbar=1$. Springs and dipole couplings together form a symmetric matrix $C$, and

$$H=-\tfrac12\sum_i\partial_i^2+\tfrac12x^TCx .$$

Try $\psi(x)=e^{-x^TWx/2}$ with $W$ real and symmetric. Symmetry gives $\partial_i(x^TWx)=2(Wx)_i$, so

$$\partial_i\psi=-(Wx)_i\,\psi,\qquad \partial_i^2\psi=\big[(Wx)_i^2-W_{ii}\big]\psi .$$

Since $\sum_i(Wx)_i^2=x^TW^2x$, summing over $i$ yields

$$H\psi=\Big[\tfrac12\operatorname{tr}W+\tfrac12x^T(C-W^2)x\Big]\psi .$$

If $W^2=C$, the quadratic term vanishes and the energy is $\operatorname{tr}W/2$.

Q: Then show me that the Lean Hamiltonian is this one, and not something that merely looks like it.

A: The coordinates are labelled by a finite type `n`, for instance all pairs of an atom and a Cartesian direction. A configuration is a function `n → ℝ`.

```lean
import Mathlib

open Matrix

namespace CoupledOscillators

noncomputable section

variable {n : Type*} [Fintype n] [DecidableEq n]
```

A partial derivative is the ordinary derivative, at $t=0$, along the line $x+te_i$, where $e_i$ is the unit vector `Pi.single i 1`.

```lean
/-- The partial derivative of `f` at `x` with respect to the coordinate `i`. -/
def partialD (i : n) (f : (n → ℝ) → ℝ) (x : n → ℝ) : ℝ :=
  deriv (fun t : ℝ => f (x + t • (Pi.single i 1 : n → ℝ))) 0
```

The Hamiltonian applies `partialD i` twice, sums over $i$, and adds the potential. `⬝ᵥ` is the dot product and `*ᵥ` is a matrix acting on a vector.

```lean
/-- The Hamiltonian of coupled oscillators with unit masses and `ħ = 1`: kinetic energy
plus the harmonic potential `xᵀ C x / 2`. -/
def hamiltonian (C : Matrix n n ℝ) (f : (n → ℝ) → ℝ) (x : n → ℝ) : ℝ :=
  -(1 / 2) * ∑ i, partialD i (partialD i f) x + (1 / 2) * (x ⬝ᵥ C *ᵥ x) * f x
```

The trial function is unnormalised, which a linear equation doesn't notice. For positive definite $W$ and $D$ coordinates, the normalised state carries the factor $(\det W)^{1/4}\pi^{-D/4}$.

```lean
/-- The correlated Gaussian `exp (-xᵀ W x / 2)`. -/
def gaussian (W : Matrix n n ℝ) (x : n → ℝ) : ℝ :=
  Real.exp (-(x ⬝ᵥ W *ᵥ x) / 2)
```

Q: Lean's `deriv` returns zero when a function has no derivative. Could your kinetic energy be zero by default?

A: Not for the functions treated here. Each derivative is first established as a `HasDerivAt` statement, which says that the derivative exists and has the given value. For a linear function $v\cdot x$ the slope along $e_i$ is $v_i$:

```lean
/-- Along the coordinate `i`, the linear function `v · x` has slope `v i`. -/
theorem hasDerivAt_linear (v x : n → ℝ) (i : n) :
    HasDerivAt (fun t : ℝ => v ⬝ᵥ (x + t • (Pi.single i 1 : n → ℝ))) (v i) 0 := by
  have h : (fun t : ℝ => v ⬝ᵥ (x + t • (Pi.single i 1 : n → ℝ)))
      = fun t : ℝ => v ⬝ᵥ x + t * v i := by
    funext t
    simp [dotProduct_add, dotProduct_smul]
  rw [h]
  exact (((hasDerivAt_id' (0 : ℝ)).mul_const (v i)).const_add _).congr_deriv (one_mul _)
```

For the Gaussian, the exponent along the line is a quadratic polynomial in $t$,

$$-\tfrac12\big(x^TWx+2t(Wx)_i+t^2W_{ii}\big),$$

with slope $-(Wx)_i$ at $t=0$. The step `hs` is where symmetry of $W$ enters. The chain rule, `hp.exp`, then gives $\partial_i\psi=-(Wx)_i\psi$.

```lean
/-- For symmetric `W`, the slope of the Gaussian along the coordinate `i` is
`-(W x)ᵢ` times the Gaussian. -/
theorem hasDerivAt_gaussian {W : Matrix n n ℝ} (hW : W.IsSymm) (x : n → ℝ) (i : n) :
    HasDerivAt (fun t : ℝ => gaussian W (x + t • (Pi.single i 1 : n → ℝ)))
      (-(W *ᵥ x) i * gaussian W x) 0 := by
  have hs : x ⬝ᵥ W *ᵥ (Pi.single i 1 : n → ℝ) = (W *ᵥ x) i := by
    rw [Matrix.dotProduct_mulVec, ← Matrix.mulVec_transpose, hW.eq]
    simp
  have hl : (Pi.single i 1 : n → ℝ) ⬝ᵥ W *ᵥ x = (W *ᵥ x) i := by simp
  have he : (Pi.single i 1 : n → ℝ) ⬝ᵥ W *ᵥ (Pi.single i 1 : n → ℝ) = W i i := by simp
  -- the exponent is a quadratic polynomial in the displacement
  have hf : (fun t : ℝ => gaussian W (x + t • (Pi.single i 1 : n → ℝ))) = fun t : ℝ =>
      Real.exp (-(x ⬝ᵥ W *ᵥ x + 2 * t * (W *ᵥ x) i + t * t * W i i) / 2) := by
    funext t
    rw [gaussian]
    congr 3
    rw [Matrix.mulVec_add, Matrix.mulVec_smul]
    simp only [add_dotProduct, dotProduct_add, smul_dotProduct, dotProduct_smul,
      hs, hl, he, smul_eq_mul]
    ring
  have h1 := hasDerivAt_id' (0 : ℝ)
  have hp : HasDerivAt (fun t : ℝ =>
      -(x ⬝ᵥ W *ᵥ x + 2 * t * (W *ᵥ x) i + t * t * W i i) / 2) (-(W *ᵥ x) i) 0 :=
    (((((h1.const_mul 2).mul_const ((W *ᵥ x) i)).const_add (x ⬝ᵥ W *ᵥ x)).fun_add
      ((h1.fun_mul h1).mul_const (W i i))).fun_neg.div_const 2).congr_deriv (by ring)
  rw [hf]
  refine hp.exp.congr_deriv ?_
  simp only [gaussian, mul_zero, zero_mul, add_zero]
  ring
```

Q: The second derivative acts on a polynomial times the Gaussian. How is that handled?

A: By a product rule for any prefactor $p$ with slope $p'$ along $e_i$: $\partial_i(p\psi)=(p'-p\,(Wx)_i)\psi$.

```lean
/-- Product rule for a prefactor `p` times the Gaussian of a symmetric `W`, where `p` has
slope `p'` along the coordinate `i` at `x`. -/
theorem partialD_mul_gaussian {W : Matrix n n ℝ} (hW : W.IsSymm) {p : (n → ℝ) → ℝ}
    {p' : ℝ} {x : n → ℝ} {i : n}
    (hp : HasDerivAt (fun t : ℝ => p (x + t • (Pi.single i 1 : n → ℝ))) p' 0) :
    partialD i (fun y => p y * gaussian W y) x
      = (p' - p x * (W *ᵥ x) i) * gaussian W x := by
  rw [partialD, (hp.fun_mul (hasDerivAt_gaussian hW x i)).deriv]
  simp only [zero_smul, add_zero]
  ring
```

It is applied twice to $(a+v\cdot x)\psi$, which covers the Gaussian and its first excitations together. The first application gives the prefactor $v_i-(a+v\cdot x)(Wx)_i$, whose own slope is $-v_i(Wx)_i-(a+v\cdot x)W_{ii}$. The second application therefore gives

$$\partial_i^2\big[(a+v\cdot x)\psi\big]=\big[(a+v\cdot x)\big((Wx)_i^2-W_{ii}\big)-2v_i(Wx)_i\big]\psi .$$

Summing over $i$ and adding the potential,

$$H\big[(a+v\cdot x)\psi\big]=\Big[\big(\tfrac12\operatorname{tr}W+\tfrac12x^T(C-W^2)x\big)(a+v\cdot x)+v\cdot Wx\Big]\psi .$$

In the proof, `h1` is the first derivative as an identity between functions, needed because it is differentiated again; `h2` is the second derivative, `hsum` the sum, and `hWW` the identity $x^TW^2x=|Wx|^2$.

```lean
/-- Action of the Hamiltonian with any coupling matrix `C` on the Gaussian of a symmetric
`W` multiplied by `a + v · x`. -/
theorem hamiltonian_affine_gaussian {W : Matrix n n ℝ} (hW : W.IsSymm)
    (C : Matrix n n ℝ) (a : ℝ) (v x : n → ℝ) :
    hamiltonian C (fun y => (a + v ⬝ᵥ y) * gaussian W y) x
      = ((W.trace / 2 + 1 / 2 * (x ⬝ᵥ C *ᵥ x - x ⬝ᵥ (W * W) *ᵥ x)) * (a + v ⬝ᵥ x)
          + v ⬝ᵥ W *ᵥ x) * gaussian W x := by
  -- second derivative along each coordinate
  have h2 : ∀ i, partialD i (partialD i (fun y => (a + v ⬝ᵥ y) * gaussian W y)) x
      = ((a + v ⬝ᵥ x) * ((W *ᵥ x) i * (W *ᵥ x) i - W i i)
          - 2 * (v i * (W *ᵥ x) i)) * gaussian W x := by
    intro i
    have h1 : partialD i (fun y => (a + v ⬝ᵥ y) * gaussian W y)
        = fun y => (v i - (a + v ⬝ᵥ y) * (W *ᵥ y) i) * gaussian W y :=
      funext fun y => partialD_mul_gaussian hW (p := fun y => a + v ⬝ᵥ y)
        ((hasDerivAt_linear v y i).const_add a)
    have hl : HasDerivAt (fun t : ℝ => (W *ᵥ (x + t • (Pi.single i 1 : n → ℝ))) i)
        (W i i) 0 := hasDerivAt_linear (W i) x i
    rw [h1]
    refine (partialD_mul_gaussian hW (p := fun y => v i - (a + v ⬝ᵥ y) * (W *ᵥ y) i)
      ((((hasDerivAt_linear v x i).const_add a).fun_mul hl).const_sub (v i))).trans ?_
    simp only [zero_smul, add_zero]
    ring
  -- their sum produces the trace and the square of `W x`
  have hsum : ∑ i, partialD i (partialD i (fun y => (a + v ⬝ᵥ y) * gaussian W y)) x
      = ((a + v ⬝ᵥ x) * ((W *ᵥ x) ⬝ᵥ (W *ᵥ x) - W.trace)
          - 2 * (v ⬝ᵥ W *ᵥ x)) * gaussian W x := by
    rw [Finset.sum_congr rfl fun i _ => h2 i, ← Finset.sum_mul, Finset.sum_sub_distrib,
      ← Finset.mul_sum, ← Finset.mul_sum, Finset.sum_sub_distrib]
    rfl
  have hWW : x ⬝ᵥ (W * W) *ᵥ x = (W *ᵥ x) ⬝ᵥ (W *ᵥ x) := by
    rw [← Matrix.mulVec_mulVec, Matrix.dotProduct_mulVec x W (W *ᵥ x),
      ← Matrix.mulVec_transpose, hW.eq]
  rw [hamiltonian, hsum, hWW]
  ring
```

The main theorem sets $a=1$, $v=0$ and $C=W^2$. In words: for every symmetric `W` with `W * W = C`, and at every point `x`, $H\psi$ equals $\operatorname{tr}W/2$ times $\psi$.

```lean
/-- For symmetric `W` with `W² = C`, the Gaussian `exp (-xᵀ W x / 2)` solves the
Schrödinger equation of the coupled oscillators with energy `tr W / 2`. -/
theorem schrodinger_gaussian {W C : Matrix n n ℝ} (hW : W.IsSymm) (hC : W * W = C)
    (x : n → ℝ) :
    hamiltonian C (gaussian W) x = W.trace / 2 * gaussian W x := by
  have h := hamiltonian_affine_gaussian hW C 1 0 x
  simp only [zero_dotProduct, add_zero, one_mul, mul_one, hC, sub_self, mul_zero] at h
  exact h
```

Q: Nothing there says that $W$ is positive. A matrix can have several square roots. Which one gives the zero-point energy?

A: The positive one. The theorem is a pointwise differential equation and holds for every symmetric root, including those whose Gaussian grows in some direction and isn't a bound state. When $W$ is positive definite, $\psi$ is normalisable and has no nodes, so it is the ground state; that last inference is the usual textbook argument and isn't part of the code.

Q: Could a Gaussian with some other $W$ also work, by a lucky cancellation?

A: Not if $W$ is symmetric. Suppose $H\psi=E\psi$ everywhere. Dividing by $\psi$, which is never zero, leaves $\tfrac12\operatorname{tr}W+\tfrac12x^TMx=E$ with $M=C-W^2$. At $x=0$ this fixes $E=\operatorname{tr}W/2$, so $x^TMx=0$ for all $x$. Inserting $e_i$, $e_j$ and $e_i+e_j$ gives $M_{ij}+M_{ji}=0$, and since $M$ is symmetric, $M=0$. Here $C$ has to be assumed symmetric, because the potential sees only its symmetric part. The proof follows the same order: `h0` is the origin, `hz` the vanishing quadratic form, and `hij` the polarisation.

```lean
/-- For symmetric `W` and `C`, the Gaussian of `W` satisfies `H ψ = E ψ` at every point exactly when
`W² = C` and `E = tr W / 2`. -/
theorem schrodinger_gaussian_iff {W C : Matrix n n ℝ} (hW : W.IsSymm) (hC : C.IsSymm)
    (E : ℝ) :
    (∀ x, hamiltonian C (gaussian W) x = E * gaussian W x)
      ↔ W * W = C ∧ E = W.trace / 2 := by
  constructor
  · intro h
    have h' : ∀ x, W.trace / 2 + 1 / 2 * (x ⬝ᵥ C *ᵥ x - x ⬝ᵥ (W * W) *ᵥ x) = E := by
      intro x
      have hx := hamiltonian_affine_gaussian hW C 1 0 x
      simp only [zero_dotProduct, add_zero, one_mul, mul_one] at hx
      have hpos : gaussian W x ≠ 0 := (Real.exp_pos _).ne'
      exact mul_right_cancel₀ hpos (hx.symm.trans (h x))
    -- the origin fixes the energy
    have h0 : E = W.trace / 2 := by
      have := h' 0
      simp only [zero_dotProduct] at this
      linarith
    refine ⟨?_, h0⟩
    -- polarisation fixes the matrix
    have hz : ∀ x, x ⬝ᵥ (C - W * W) *ᵥ x = 0 := by
      intro x
      rw [Matrix.sub_mulVec, dotProduct_sub]
      linarith [h' x]
    have hM : (C - W * W).IsSymm := by
      rw [Matrix.IsSymm, Matrix.transpose_sub, Matrix.transpose_mul, hW.eq, hC.eq]
    refine (sub_eq_zero.mp ?_).symm
    generalize C - W * W = M at hz hM
    ext i j
    have hi := hz (Pi.single i 1)
    have hj := hz (Pi.single j 1)
    have hij := hz (Pi.single i 1 + Pi.single j 1)
    rw [Matrix.mulVec_add, add_dotProduct, dotProduct_add, dotProduct_add, hi, hj] at hij
    simp at hij
    have hs := hM.apply i j
    rw [Matrix.zero_apply]
    linarith
  · rintro ⟨h, rfl⟩ x
    exact schrodinger_gaussian hW h x
```

Q: And excitations? An oscillator model should have quanta.

A: Set $a=0$ and $C=W^2$ in the general formula. If $Wv=\omega v$, then $v\cdot Wx=\omega\,v\cdot x$, so $(v\cdot x)\psi$ has energy $\operatorname{tr}W/2+\omega$. The theorem allows $v=0$, where the function vanishes and there is no state; physically one takes $v\neq0$. For a unit vector $v$ and positive definite $W$, normalising this state takes a further factor $\sqrt{2\omega}$ beyond that of the Gaussian.

```lean
/-- For symmetric `W` with `W v = ω v`, the Gaussian multiplied by the mode coordinate
`v · x` solves the Schrödinger equation for `C = W²` with energy `tr W / 2 + ω`. -/
theorem schrodinger_one_quantum {W : Matrix n n ℝ} (hW : W.IsSymm) {v : n → ℝ} {ω : ℝ}
    (hv : W *ᵥ v = ω • v) (x : n → ℝ) :
    hamiltonian (W * W) (fun y => (v ⬝ᵥ y) * gaussian W y) x
      = (W.trace / 2 + ω) * ((v ⬝ᵥ x) * gaussian W x) := by
  have h := hamiltonian_affine_gaussian hW (W * W) 0 v x
  simp only [zero_add, sub_self, mul_zero, add_zero] at h
  have hvx : v ⬝ᵥ W *ᵥ x = ω * (v ⬝ᵥ x) := by
    rw [Matrix.dotProduct_mulVec, ← Matrix.mulVec_transpose, hW.eq, hv, smul_dotProduct,
      smul_eq_mul]
  rw [h, hvx]
  ring
```

Q: I would have diagonalised $C$ and added up $\omega_i/2$. Is that the same number?

A: Yes. Write $C=U\operatorname{diag}(\omega_i^2)U^T$ with $U^TU=1$ and take $W=U\operatorname{diag}(\omega_i)U^T$. The inner $U^TU$ cancels in $W^2$, which gives $C$ (`hsq`), and cyclicity of the trace gives $\operatorname{tr}W=\sum_i\omega_i$ (`htr`). The theorem takes the diagonal form as given and accepts either sign for each $\omega_i$; the zero-point energy belongs to positive frequencies.

```lean
/-- If an orthogonal `U` brings the coupling matrix to the diagonal form `ωᵢ²`, the Gaussian
of `U diag(ω) Uᵀ` has energy `∑ ωᵢ / 2`. -/
theorem normal_mode_energy {U : Matrix n n ℝ} (hU : Uᵀ * U = 1) (ω x : n → ℝ) :
    hamiltonian (U * diagonal (fun i => ω i ^ 2) * Uᵀ) (gaussian (U * diagonal ω * Uᵀ)) x
      = (∑ i, ω i) / 2 * gaussian (U * diagonal ω * Uᵀ) x := by
  have hW : (U * diagonal ω * Uᵀ).IsSymm := by
    simp [Matrix.IsSymm, Matrix.transpose_mul, Matrix.mul_assoc]
  have hsq : (U * diagonal ω * Uᵀ) * (U * diagonal ω * Uᵀ)
      = U * diagonal (fun i => ω i ^ 2) * Uᵀ := by
    calc (U * diagonal ω * Uᵀ) * (U * diagonal ω * Uᵀ)
        = U * diagonal ω * (Uᵀ * U) * diagonal ω * Uᵀ := by simp only [Matrix.mul_assoc]
      _ = U * diagonal (fun i => ω i ^ 2) * Uᵀ := by
        rw [hU, Matrix.mul_one, Matrix.mul_assoc U, Matrix.diagonal_mul_diagonal]
        simp only [pow_two]
  have htr : (U * diagonal ω * Uᵀ).trace = ∑ i, ω i := by
    rw [Matrix.trace_mul_comm, ← Matrix.mul_assoc, hU, Matrix.one_mul, Matrix.trace_diagonal]
  rw [schrodinger_gaussian hW hsq, htr]
```

Q: Give me a case where I can see $W$ itself.

A: Two one-dimensional oscillators of frequency $\omega$ with coupling energy $g\,x_0x_1$. With $s=\sqrt{\omega^2+g}$ and $d=\sqrt{\omega^2-g}$, the matrix $W$ has $(s+d)/2$ on the diagonal and $(s-d)/2$ off it.

```lean
/-- The width matrix of two oscillators of frequency `ω` with bilinear coupling `g`, for
`|g| ≤ ω²`. -/
def dimerWidth (ω g : ℝ) : Matrix (Fin 2) (Fin 2) ℝ :=
  !![(√(ω ^ 2 + g) + √(ω ^ 2 - g)) / 2, (√(ω ^ 2 + g) - √(ω ^ 2 - g)) / 2;
     (√(ω ^ 2 + g) - √(ω ^ 2 - g)) / 2, (√(ω ^ 2 + g) + √(ω ^ 2 - g)) / 2]
```

Squaring gives $(s^2+d^2)/2=\omega^2$ on the diagonal and $(s^2-d^2)/2=g$ off it, and the trace is $s+d$. The condition $|g|\le\omega^2$ says that neither normal mode has a negative force constant. It is what makes $s^2=\omega^2+g$ and $d^2=\omega^2-g$ true (`ha` and `hb`), and the `linear_combination` lines check the four entries. At $|g|=\omega^2$ one mode is free: the equation still holds, but the Gaussian is not normalisable.

```lean
/-- For two oscillators of frequency `ω` with coupling energy `g x₀ x₁`, `|g| ≤ ω²`, the Gaussian of
`dimerWidth ω g` solves the Schrödinger equation with energy `(√(ω² + g) + √(ω² - g)) / 2`. -/
theorem dimer_energy {ω g : ℝ} (hg : |g| ≤ ω ^ 2) (x : Fin 2 → ℝ) :
    hamiltonian !![ω ^ 2, g; g, ω ^ 2] (gaussian (dimerWidth ω g)) x
      = (√(ω ^ 2 + g) + √(ω ^ 2 - g)) / 2 * gaussian (dimerWidth ω g) x := by
  have hW : (dimerWidth ω g).IsSymm := by
    ext i j
    fin_cases i <;> fin_cases j <;> rfl
  have ha := Real.mul_self_sqrt (show 0 ≤ ω ^ 2 + g by linarith [neg_abs_le g])
  have hb := Real.mul_self_sqrt (show 0 ≤ ω ^ 2 - g by linarith [le_abs_self g])
  have hsq : dimerWidth ω g * dimerWidth ω g = !![ω ^ 2, g; g, ω ^ 2] := by
    rw [dimerWidth, Matrix.mul_fin_two]
    congr 1
    ext i j
    fin_cases i <;> fin_cases j <;> simp only [Matrix.cons_val', Matrix.cons_val_zero,
      Matrix.cons_val_one, Fin.zero_eta, Fin.mk_one, Matrix.cons_val_fin_one]
    · linear_combination (ha + hb) / 2
    · linear_combination (ha - hb) / 2
    · linear_combination (ha - hb) / 2
    · linear_combination (ha + hb) / 2
  have htr : (dimerWidth ω g).trace = √(ω ^ 2 + g) + √(ω ^ 2 - g) := by
    rw [dimerWidth, Matrix.trace_fin_two_of]
    ring
  rw [schrodinger_gaussian hW hsq, htr]

end

end CoupledOscillators
```

```lean
#print axioms CoupledOscillators.schrodinger_gaussian
#print axioms CoupledOscillators.schrodinger_gaussian_iff
#print axioms CoupledOscillators.normal_mode_energy
#print axioms CoupledOscillators.dimer_energy
```

```
'CoupledOscillators.schrodinger_gaussian' depends on axioms: [propext, Classical.choice, Quot.sound]
'CoupledOscillators.schrodinger_gaussian_iff' depends on axioms: [propext, Classical.choice, Quot.sound]
'CoupledOscillators.normal_mode_energy' depends on axioms: [propext, Classical.choice, Quot.sound]
'CoupledOscillators.dimer_energy' depends on axioms: [propext, Classical.choice, Quot.sound]
```

Q: Numbers, please.

A: Take $\omega^2=5$ and $g=4$. Then $s=3$, $d=1$, and

$$W=\begin{pmatrix}2&1\\1&2\end{pmatrix},\qquad W^2=\begin{pmatrix}5&4\\4&5\end{pmatrix}=C .$$

The energy is $\operatorname{tr}W/2=2$. Without coupling it would be $\sqrt5\approx2.236$, so the coupling lowers it by about $0.236$. The unit vector $(1,-1)/\sqrt2$ is an eigenvector of $W$ with eigenvalue $1$, so one quantum in that mode gives an excited state at energy $2+1=3$.

Your worry about roots shows up here too. The matrix $\begin{pmatrix}1&2\\2&1\end{pmatrix}$ also squares to $C$, with eigenvalues $3$ and $-1$. Its Gaussian satisfies the equation with energy $1$, but it grows along $(1,-1)$ and is no bound state.

Q: Where would I meet this in a dispersion code?

A: In one that implements the coupled-oscillator model. For a finite system of $N$ atoms, the direct route is to build the $3N\times3N$ matrix $C$ from oscillator frequencies, polarisabilities and dipole couplings, diagonalise it, and add up half the square roots of the eigenvalues. Subtracting the zero-point energy of the uncoupled oscillators leaves the dispersion energy of the model. A negative eigenvalue means that the coupled system is unstable and that no real symmetric $W$ exists. The theorems support the zero-point sum for finitely many harmonic oscillators with bilinear coupling; how well such oscillators represent real atoms is a separate, physical question.
